# Reflection from a Dirac step with V > E + m: R > 1 for transmitted wave number q > 0, R < 1 for q < 0

A Dirac particle of mass 3, energy 5 and momentum 4 (units ħ = c = 1) meets a potential step of height 10, behind which its wave number q must satisfy q² = (10 − 5)² − 3² = 16. The choice q = 4 gives the reflection and transmission coefficients R = 25/9 and T = −16/9, while q = −4 gives R = 9/25 and T = 16/25: the sum is 1 both times, and the sign of q decides whether the current reflected to the left exceeds the current sent in from the left.

In Lean 4 with Mathlib:

```lean
import Mathlib

namespace KleinStep

noncomputable section

/-- The stationary Dirac equation in one dimension, `(-i σₓ d/dx + m σ_z + U) ψ = E ψ`,
in a constant potential `U`, written for the two spinor components. -/
def SolvesDirac (m U E : ℝ) (ψ : ℝ → ℂ × ℂ) : Prop :=
  ∀ x, HasDerivAt (fun y => (ψ y).1) (Complex.I * ((E : ℂ) - U + m) * (ψ x).2) x ∧
    HasDerivAt (fun y => (ψ y).2) (Complex.I * ((E : ℂ) - U - m) * (ψ x).1) x

/-- The plane-wave spinor of wave number `κ` and energy `E` in a constant potential `U`. -/
def planeWave (m U E κ x : ℝ) : ℂ × ℂ :=
  (Complex.exp (((κ * x : ℝ) : ℂ) * Complex.I),
    ((κ / (E - U + m) : ℝ) : ℂ) * Complex.exp (((κ * x : ℝ) : ℂ) * Complex.I))

/-- The Dirac probability current `ψ† σₓ ψ`. -/
def current (ψ : ℂ × ℂ) : ℝ := 2 * (starRingEnd ℂ ψ.1 * ψ.2).re

/-- Kinematics of the Klein step: a particle of energy `E > m > 0` and momentum `p > 0` meets
a step of height `V > E + m`, behind which the wave number is `q`, of either sign. -/
structure KleinRegime (m V E p q : ℝ) : Prop where
  mass_pos : 0 < m
  mass_lt : m < E
  strong : E + m < V
  p_pos : 0 < p
  p_sq : p ^ 2 = E ^ 2 - m ^ 2
  q_sq : q ^ 2 = (V - E) ^ 2 - m ^ 2

/-- The kinematic ratio `k` of the Klein step. -/
def kleinRatio (m V E p q : ℝ) : ℝ := q * (E + m) / (p * (E - V + m))

/-- Continuity of the spinor at the step `x = 0`: incident plus reflected wave (amplitude `r`)
equals the transmitted wave (amplitude `t`). -/
def MatchesAtStep (m V E p q : ℝ) (r t : ℂ) : Prop :=
  planeWave m 0 E p 0 + r • planeWave m 0 E (-p) 0 = t • planeWave m V E q 0

/-- The reflection coefficient: reflected current over incident current, with the sign reversed. -/
def reflection (m E p : ℝ) (r : ℂ) : ℝ :=
  -current (r • planeWave m 0 E (-p) 0) / current (planeWave m 0 E p 0)

/-- The transmission coefficient: transmitted current over incident current. -/
def transmission (m V E p q : ℝ) (t : ℂ) : ℝ :=
  current (t • planeWave m V E q 0) / current (planeWave m 0 E p 0)

/-- The lower energy band `V - √(κ² + m²)` in the region of potential `V`. -/
def lowerBand (m V κ : ℝ) : ℝ := V - √(κ ^ 2 + m ^ 2)

variable {m V E p q : ℝ}

/-- The Klein kinematics is realised with `m = 3`, `E = 5`, `V = 10`, `p = 4` and both
wave numbers `q = 4` and `q = -4`. -/
theorem kleinRegime_witness : KleinRegime 3 10 5 4 4 ∧ KleinRegime 3 10 5 4 (-4) := by
  constructor <;> constructor <;> norm_num

/-- If `E - U + m ≠ 0`, a plane wave whose wave number obeys `κ² = (E - U)² - m²` solves the Dirac
equation. -/
theorem planeWave_solves {U κ : ℝ} (hD : E - U + m ≠ 0) (hκ : κ ^ 2 = (E - U) ^ 2 - m ^ 2) :
    SolvesDirac m U E (planeWave m U E κ) := by
  intro x
  have h0 : HasDerivAt (fun y : ℝ => ((κ * y : ℝ) : ℂ) * Complex.I) ((κ : ℂ) * Complex.I) x := by
    have := ((hasDerivAt_id x).const_mul κ).ofReal_comp.mul_const Complex.I
    simpa using this
  have h1 := h0.cexp
  -- the two algebraic relations between the spinor components
  have a1 : (E - U + m) * (κ / (E - U + m)) = κ := by field_simp
  have a2 : κ / (E - U + m) * κ = E - U - m := by
    rw [div_mul_eq_mul_div, div_eq_iff hD]
    linear_combination hκ
  have c1 : ((E : ℂ) - U + m) * ((κ / (E - U + m) : ℝ) : ℂ) = κ := by exact_mod_cast a1
  have c2 : ((κ / (E - U + m) : ℝ) : ℂ) * κ = (E : ℂ) - U - m := by exact_mod_cast a2
  refine ⟨h1.congr_deriv ?_, (h1.const_mul ((κ / (E - U + m) : ℝ) : ℂ)).congr_deriv ?_⟩
  · simp only [planeWave]
    linear_combination (-(Complex.I * Complex.exp (((κ * x : ℝ) : ℂ) * Complex.I))) * c1
  · simp only [planeWave]
    linear_combination (Complex.I * Complex.exp (((κ * x : ℝ) : ℂ) * Complex.I)) * c2

/-- A plane wave of amplitude `c` carries the current `2 |c|² κ / (E - U + m)` at every point. -/
theorem current_planeWave (m U E κ x : ℝ) (c : ℂ) :
    current (c • planeWave m U E κ x) = 2 * ‖c‖ ^ 2 * (κ / (E - U + m)) := by
  have he := Complex.norm_exp_ofReal_mul_I (κ * x)
  simp only [current, planeWave, Prod.smul_mk, smul_eq_mul]
  generalize Complex.exp (((κ * x : ℝ) : ℂ) * Complex.I) = e at he ⊢
  generalize κ / (E - U + m) = b
  have hn : starRingEnd ℂ (c * e) * (c * e) = ((‖c * e‖ ^ 2 : ℝ) : ℂ) := by
    rw [mul_comm, Complex.mul_conj, Complex.normSq_eq_norm_sq]
  rw [norm_mul, he, mul_one] at hn
  have h : starRingEnd ℂ (c * e) * (c * ((b : ℂ) * e)) = ((b * ‖c‖ ^ 2 : ℝ) : ℂ) := by
    rw [Complex.ofReal_mul, ← hn]
    ring
  rw [h, Complex.ofReal_re]
  ring

/-- In the Klein regime the kinematic ratio satisfies `k² > 1`. -/
theorem one_lt_kleinRatio_sq (h : KleinRegime m V E p q) : 1 < kleinRatio m V E p q ^ 2 := by
  obtain ⟨hm, hE, hV, hp, hp2, hq2⟩ := h
  have hD : E - V + m ≠ 0 := by linarith
  have hd : 0 < (p * (E - V + m)) ^ 2 := by
    have := mul_ne_zero hp.ne' hD
    positivity
  have key : (q * (E + m)) ^ 2 - (p * (E - V + m)) ^ 2
      = 2 * m * V * (V - E - m) * (E + m) := by
    rw [mul_pow, mul_pow, hq2, hp2]
    ring
  have h1 : 0 < V := by linarith
  have h2 : 0 < V - E - m := by linarith
  have h3 : 0 < E + m := by linarith
  have hpos : 0 < 2 * m * V * (V - E - m) * (E + m) := by positivity
  rw [kleinRatio, div_pow, lt_div_iff₀ hd]
  linarith

/-- In the Klein regime `k` is never `-1`. -/
theorem kleinRatio_ne (h : KleinRegime m V E p q) : kleinRatio m V E p q ≠ -1 := by
  intro hk
  have h1 := one_lt_kleinRatio_sq h
  rw [hk] at h1
  norm_num at h1

/-- In the Klein regime the ratio of spinor components of the transmitted wave is `k` times that of
the incident wave. -/
theorem component_ratio (h : KleinRegime m V E p q) :
    q / (E - V + m) = kleinRatio m V E p q * (p / (E - 0 + m)) := by
  obtain ⟨hm, hE, hV, hp, -, -⟩ := h
  have hD : E - V + m ≠ 0 := by linarith
  have hS : E + m ≠ 0 := by linarith
  have hp0 := hp.ne'
  rw [kleinRatio, sub_zero]
  field_simp

/-- The spinor is continuous at the step exactly for the amplitudes
`r = (1 - k)/(1 + k)` and `t = 2/(1 + k)`. -/
theorem matches_iff (h : KleinRegime m V E p q) (r t : ℂ) :
    MatchesAtStep m V E p q r t ↔
      r = (1 - (kleinRatio m V E p q : ℂ)) / (1 + (kleinRatio m V E p q : ℂ)) ∧
      t = 2 / (1 + (kleinRatio m V E p q : ℂ)) := by
  have hk1 : 1 + kleinRatio m V E p q ≠ 0 := fun h0 => kleinRatio_ne h (by linarith)
  have hk : 1 + (kleinRatio m V E p q : ℂ) ≠ 0 := by exact_mod_cast hk1
  have hα : p / (E - 0 + m) ≠ 0 :=
    div_ne_zero h.p_pos.ne' (by linarith [h.mass_pos, h.mass_lt])
  have hneg : -p / (E - 0 + m) = -(p / (E - 0 + m)) := by ring
  have hz : ∀ U κ : ℝ, planeWave m U E κ 0 = (1, ((κ / (E - U + m) : ℝ) : ℂ)) := by
    intro U κ
    simp [planeWave]
  rw [MatchesAtStep, hz, hz, hz, component_ratio h, hneg]
  generalize p / (E - 0 + m) = α at hα
  generalize kleinRatio m V E p q = k at hk
  have hαc : (α : ℂ) ≠ 0 := by exact_mod_cast hα
  simp only [Prod.smul_mk, Prod.mk_add_mk, Prod.mk.injEq, smul_eq_mul, mul_one,
    Complex.ofReal_neg, Complex.ofReal_mul]
  rw [eq_div_iff hk, eq_div_iff hk]
  constructor
  · rintro ⟨h1, h2⟩
    have h3 : 1 - r = t * k := mul_left_cancel₀ hαc (by linear_combination h2)
    exact ⟨by linear_combination -h3 + k * h1, by linear_combination -h3 - h1⟩
  · rintro ⟨hr, ht⟩
    exact ⟨mul_right_cancel₀ hk (by linear_combination hr - ht),
      mul_right_cancel₀ hk (by linear_combination (-(α : ℂ)) * hr - k * α * ht)⟩

/-- The current ratios are `R = ((1 - k)/(1 + k))²` and `T = 4k/(1 + k)²`. -/
theorem coefficients (h : KleinRegime m V E p q) {r t : ℂ} (hM : MatchesAtStep m V E p q r t) :
    reflection m E p r = ((1 - kleinRatio m V E p q) / (1 + kleinRatio m V E p q)) ^ 2 ∧
    transmission m V E p q t
      = 4 * kleinRatio m V E p q / (1 + kleinRatio m V E p q) ^ 2 := by
  obtain ⟨hr, ht⟩ := (matches_iff h r t).1 hM
  have hα : p / (E - 0 + m) ≠ 0 :=
    div_ne_zero h.p_pos.ne' (by linarith [h.mass_pos, h.mass_lt])
  have hneg : -p / (E - 0 + m) = -(p / (E - 0 + m)) := by ring
  have hi := current_planeWave m 0 E p 0 1
  rw [one_smul, norm_one] at hi
  rw [reflection, transmission, current_planeWave, current_planeWave, hi,
    component_ratio h, hneg]
  generalize p / (E - 0 + m) = α at hα
  generalize kleinRatio m V E p q = k at hr ht
  have hr' : r = (((1 - k) / (1 + k) : ℝ) : ℂ) := by rw [hr]; simp
  have ht' : t = ((2 / (1 + k) : ℝ) : ℂ) := by rw [ht]; simp
  have hd : 2 * (1 : ℝ) ^ 2 * α ≠ 0 := mul_ne_zero (by norm_num) hα
  rw [hr', ht', Complex.norm_real, Complex.norm_real, Real.norm_eq_abs, Real.norm_eq_abs,
    sq_abs, sq_abs, div_eq_iff hd, div_eq_iff hd, div_pow, div_pow]
  constructor <;> ring

/-- **Klein paradox.** In the Klein regime, amplitudes that make the spinor continuous at the step
give `R + T = 1`, with `R > 1` if the transmitted wave number is positive and `R < 1` if it is
negative. -/
theorem klein_paradox (h : KleinRegime m V E p q) {r t : ℂ}
    (hM : MatchesAtStep m V E p q r t) :
    reflection m E p r + transmission m V E p q t = 1 ∧
      (0 < q → 1 < reflection m E p r) ∧ (q < 0 → reflection m E p r < 1) := by
  obtain ⟨hR, hT⟩ := coefficients h hM
  have hk : 1 + kleinRatio m V E p q ≠ 0 := fun h0 => kleinRatio_ne h (by linarith)
  have hk2 : 0 < (1 + kleinRatio m V E p q) ^ 2 := by positivity
  have hsum : reflection m E p r + transmission m V E p q t = 1 := by
    rw [hR, hT, div_pow, ← add_div, div_eq_iff hk2.ne']
    ring
  have hS : 0 < E + m := by linarith [h.mass_pos, h.mass_lt]
  have hden : p * (E - V + m) < 0 :=
    mul_neg_of_pos_of_neg h.p_pos (by linarith [h.strong])
  -- the sign of the transmitted current is the sign of k, opposite to that of q
  refine ⟨hsum, fun hq => ?_, fun hq => ?_⟩
  · have hk0 : kleinRatio m V E p q < 0 := div_neg_of_pos_of_neg (mul_pos hq hS) hden
    have hT0 : transmission m V E p q t < 0 := by
      rw [hT]
      exact div_neg_of_neg_of_pos (by linarith) hk2
    linarith
  · have hk0 : 0 < kleinRatio m V E p q :=
      div_pos_of_neg_of_neg (mul_neg_of_neg_of_pos hq hS) hden
    have hT0 : 0 < transmission m V E p q t := by
      rw [hT]
      exact div_pos (by linarith) hk2
    linarith

/-- In the Klein regime the energy `E` lies on the lower band at wave number `q`, the group velocity
there is `q/(E - V)`, and it is positive exactly when `q < 0`. -/
theorem group_velocity (h : KleinRegime m V E p q) :
    lowerBand m V q = E ∧ HasDerivAt (lowerBand m V) (q / (E - V)) q ∧
      (0 < q / (E - V) ↔ q < 0) := by
  have hVE : 0 < V - E := by linarith [h.strong, h.mass_pos]
  have hEV : E - V < 0 := by linarith
  have hs : √(q ^ 2 + m ^ 2) = V - E := by
    rw [show q ^ 2 + m ^ 2 = (V - E) ^ 2 by linarith [h.q_sq], Real.sqrt_sq hVE.le]
  have hne : q ^ 2 + m ^ 2 ≠ 0 := by
    have := h.mass_pos
    positivity
  have h1 : HasDerivAt (fun κ : ℝ => κ ^ 2 + m ^ 2) (2 * q) q := by
    simpa using (hasDerivAt_pow 2 q).add_const (m ^ 2)
  have h2 : HasDerivAt (lowerBand m V) (-(2 * q / (2 * √(q ^ 2 + m ^ 2)))) q :=
    (h1.sqrt hne).const_sub V
  refine ⟨by rw [lowerBand, hs]; ring, h2.congr_deriv ?_, fun h0 => ?_, fun hq => ?_⟩
  · rw [hs, show E - V = -(V - E) by ring, div_neg, mul_div_mul_left _ _ two_ne_zero]
  · by_contra hq
    exact absurd h0 (not_lt_of_ge (div_nonpos_of_nonneg_of_nonpos (not_lt.1 hq) hEV.le))
  · exact div_pos_of_neg_of_neg hq hEV

end

end KleinStep
```

```lean
#print axioms KleinStep.planeWave_solves
#print axioms KleinStep.klein_paradox
#print axioms KleinStep.group_velocity
```

```
'KleinStep.planeWave_solves' depends on axioms: [propext, Classical.choice, Quot.sound]
'KleinStep.klein_paradox' depends on axioms: [propext, Classical.choice, Quot.sound]
'KleinStep.group_velocity' depends on axioms: [propext, Classical.choice, Quot.sound]
```

## What is stated about R, T and the sign of q

Let m be the mass, E the energy, V the height of the step and p the incident momentum. The structure `KleinRegime m V E p q` collects the assumptions: 0 < m < E, V > E + m, p > 0, and the two mass-shell relations

p² = E² − m²,  q² = (V − E)² − m².

The sign of q is left open. Since V − E > m, q is real and nonzero. `kleinRegime_witness` checks that the numbers of the opening example satisfy all these conditions for both signs.

The main theorem, `klein_paradox`, takes any complex amplitudes r and t for which the spinor is continuous at the step. It concludes that R + T = 1, that R > 1 if q > 0, and that R < 1 if q < 0. By `matches_iff`, such amplitudes exist and are unique. `coefficients` gives R and T in terms of one real number,

k = q(E + m) / (p(E − V + m)),
R = ((1 − k)/(1 + k))²,  T = 4k/(1 + k)²,

and `kleinRatio_ne` ensures that k ≠ −1.

The remaining question is which sign of q describes a transmitted wave that moves away from the step. `group_velocity` answers it: the group velocity behind the step is q/(E − V), which is positive exactly when q < 0. In this single-particle, one-dimensional model, the outgoing branch therefore has R < 1, and R > 1 belongs to the branch whose group velocity points back at the step.

## Spinors, currents and the step

A spinor is a pair of complex numbers, of type `ℂ × ℂ`. In a constant potential U the stationary equation

(−i σₓ d/dx + m σ_z + U) ψ = E ψ

becomes, for the components ψ₁ and ψ₂,

ψ₁′ = i(E − U + m) ψ₂,
ψ₂′ = i(E − U − m) ψ₁.

This pair of equations is `SolvesDirac`. The step has U = 0 on the left and U = V on the right. `MatchesAtStep` requires the incident wave plus r times the reflected wave to equal t times the transmitted wave at x = 0. This continuity is assumed and not derived from an equation on the whole line; physically it expresses that a first-order equation with a finite jump in the potential has continuous solutions.

`planeWave` has upper component of modulus 1 and is not normalised to unit density or unit current. The coefficients are consequently defined as ratios of currents: `reflection` is minus the reflected current over the incident one, and `transmission` is the transmitted current over the incident one. A negative T means that current flows towards the step from the right. Dividing the current of a single plane wave of wave number κ by its density |ψ₁|² + |ψ₂|² gives the normalised value κ/(E − U), which behind the step is the group velocity again; this quotient is a side calculation and does not appear in the file.

The model has a sharp step and stationary waves. It contains no wave packets and no pair creation, so the result with R > 1 is a statement about currents in a one-particle equation and not a rate of particle production.

A different model would put the outgoing condition q < 0 into `KleinRegime`. The theorem would then say only that R < 1 and R + T = 1, and the case R > 1 would disappear from the statement. Leaving the sign free keeps both branches in view and makes the choice between them a separate physical step.

## From plane waves to the coefficients

**The waves.** Try ψ₁ = exp(iκx) and ψ₂ = b exp(iκx). The two equations require

κ = (E − U + m) b,  κ b = E − U − m.

If E − U + m ≠ 0, the first gives b = κ/(E − U + m), and the second then holds because κ² = (E − U)² − m². The condition is met on both sides of the step, since E + m > 0 and E − V + m < 0. `planeWave_solves` differentiates the exponential by the chain rule and proves these two relations as `a1` and `a2`. It applies to the incident and reflected waves with U = 0, κ = ±p, and to the transmitted wave with U = V, κ = q.

**The current.** For amplitude c,

ψ†σₓψ = 2 Re(conj(ψ₁) ψ₂) = 2|c|² κ/(E − U + m),

since the exponential has modulus 1. This is `current_planeWave`.

**Why k is never −1.** Subtract the squared denominator of k from its squared numerator and insert the mass-shell relations:

q²(E + m)² − p²(E − V + m)²
= (E + m)(V − E − m)[(E + m)(V − E + m) − (E − m)(V − E − m)]
= 2mV(V − E − m)(E + m).

Every factor is positive, so k² > 1. In `one_lt_kleinRatio_sq` this identity is called `key`; `ring` verifies it and `positivity` supplies the sign. The value k = −1 would give k² = 1, a contradiction.

**Matching.** Write α = p/(E + m) for the component ratio of the incident wave. The reflected wave has −α, and the transmitted wave has q/(E − V + m) = kα, which is `component_ratio`. At x = 0 all exponentials equal 1, and continuity of the two components reads

1 + r = t,
α(1 − r) = kα t.

Cancelling α and adding the equations gives 2 = (1 + k)t. Hence

t = 2/(1 + k),  r = t − 1 = (1 − k)/(1 + k).

Conversely, these values satisfy both equations. `matches_iff` proves the two directions, with `linear_combination` doing the elimination.

**The coefficients.** The incident current is 2α, the reflected one −2α|r|² and the transmitted one 2kα|t|². Therefore

R = |r|² = ((1 − k)/(1 + k))²,
T = k|t|² = 4k/(1 + k)².

The factor k in T comes from the different component ratio behind the step, and it carries the sign. `coefficients` follows this route, using that r and t are real. The sum is

R + T = ((1 − k)² + 4k)/(1 + k)² = 1.

**The sign.** Since p > 0 and E − V + m < 0, the denominator of k is negative, while E + m > 0. So k has the sign opposite to q, and T has the sign of k. If q > 0, then T < 0 and R = 1 − T > 1; if q < 0, then T > 0 and R < 1. `klein_paradox` treats the two cases separately and finishes each with `linarith`.

**The group velocity.** Behind the step the energy lies on the lower band V − √(κ² + m²), defined as `lowerBand`. At κ = q the root equals V − E, so the band energy is E, and the derivative is

−q/√(q² + m²) = −q/(V − E) = q/(E − V).

As E − V < 0, this is positive exactly for q < 0.

## The opening numbers by hand

With m = 3, E = 5, V = 10 and p = 4, the incident component ratio is α = 4/8 = 1/2 and the incident current is 1.

For q = 4 the ratio behind the step is 4/(−2) = −2, so k = −4. Matching gives t = −2/3 and r = −5/3. The transmitted current is 2 · (4/9) · (−2) = −16/9, and R = 25/9. The group velocity is 4/(−5) = −4/5, towards the step.

For q = −4 the ratio is 2 and k = 4. Now t = 2/5 and r = −3/5, the transmitted current is 2 · (4/25) · 2 = 16/25, and R = 9/25. The group velocity is 4/5, away from the step.
